# With no vanishing basis overlap, the Kirkwood-Dirac distribution determines every operator on a finite-dimensional space

To get a density matrix out of a table of Kirkwood-Dirac values, I divide each entry by the overlap of the two basis vectors it belongs to, and then add up the operators $|e_j\rangle\langle f_k|$ with the quotients as coefficients. For orthonormal bases $e_j$, $f_k$ of $\mathbb C^d$ and a matrix $M$, the table is

$$K(j,k)=\langle f_k,e_j\rangle\langle e_j,Mf_k\rangle .$$

I believe that its row and column sums are the diagonal elements of $M$ in the two bases, and that the division returns $M$ exactly as long as no overlap is zero. Can this be made rigorous and checked by machine? And is the condition on the overlaps really needed?

## Marginals, reconstruction and the role of the overlaps

Yes to both, if "needed" refers to recovering arbitrary operators. Take the inner product to be linear in its second argument, and let $|u\rangle\langle v|$ send $x$ to $\langle v,x\rangle u$.

**Marginals.** Since $\sum_k |f_k\rangle\langle f_k|=1$,

$$\sum_k K(j,k)=\sum_k\langle e_j,Mf_k\rangle\langle f_k,e_j\rangle=\langle e_j,Me_j\rangle .$$

Since $\sum_j |e_j\rangle\langle e_j|=1$,

$$\sum_j K(j,k)=\sum_j\langle f_k,e_j\rangle\langle e_j,Mf_k\rangle=\langle f_k,Mf_k\rangle .$$

Neither sum needs a condition on the overlaps. When $M$ is a density matrix, these are the Born probabilities for the two basis measurements.

**Reconstruction.** If $\langle f_k,e_j\rangle\neq0$, then $K(j,k)/\langle f_k,e_j\rangle=\langle e_j,Mf_k\rangle$. Putting one resolution of the identity on each side of $M$ gives

$$M=\sum_{j,k}|e_j\rangle\langle e_j,Mf_k\rangle\langle f_k|=\sum_{j,k}\frac{K(j,k)}{\langle f_k,e_j\rangle}\,|e_j\rangle\langle f_k| .$$

**Expectation values.** Let $A$ be a second operator, and let all overlaps be nonzero. Taking the trace in the basis $f$ and inserting the basis $e$ between $A$ and $M$,

$$\operatorname{Tr}(AM)=\sum_{j,k}\langle f_k,Ae_j\rangle\langle e_j,Mf_k\rangle=\sum_{j,k}K(j,k)\,\frac{\langle f_k,Ae_j\rangle}{\langle f_k,e_j\rangle}.$$

The ratio is the weak value of $A$ for preparation in $e_j$ and postselection on $f_k$.

**A zero overlap.** Suppose $\langle f_k,e_j\rangle=0$ for one pair $(j,k)$, and take $M=|e_j\rangle\langle f_k|$, which is not zero. Its distribution at $(a,b)$ is

$$\langle f_b,e_a\rangle\langle e_a,e_j\rangle\langle f_k,f_b\rangle .$$

The last two factors vanish unless $a=j$ and $b=k$, and there the first factor vanishes. This operator therefore has the same distribution as the zero operator.

**A negative entry.** Number the qubit basis vectors 0 and 1. Let $e$ be the standard basis, $f_0=(3/5,4/5)$, $f_1=(-4/5,3/5)$ and $\psi=(4/5,3/5)$. All four overlaps are nonzero, and for $M=|\psi\rangle\langle\psi|$

$$K(1,1)=\frac35\cdot\frac35\cdot\left(-\frac{16}{25}+\frac9{25}\right)=-\frac{63}{625}.$$

So $K$ is not in general a joint probability distribution, although its marginals here are probabilities.

## What the Lean theorems say

```lean
import Mathlib

open scoped InnerProductSpace

namespace KirkwoodDirac

noncomputable section

variable {ι H : Type*} [Fintype ι] [NormedAddCommGroup H] [InnerProductSpace ℂ H]

/-- The operator `|u⟩⟨v|`, sending `x` to `⟨v, x⟩ u`. -/
def ketBra (u v : H) : H →ₗ[ℂ] H where
  toFun x := ⟪v, x⟫_ℂ • u
  map_add' x y := by rw [inner_add_right, add_smul]
  map_smul' c x := by rw [inner_smul_right, mul_smul, RingHom.id_apply]

theorem ketBra_apply (u v x : H) : ketBra u v x = ⟪v, x⟫_ℂ • u := rfl

/-- The Kirkwood-Dirac distribution `K(j,k) = ⟨f_k, e_j⟩⟨e_j, M f_k⟩` of an operator `M`
with respect to two orthonormal bases. -/
def kd (e f : OrthonormalBasis ι ℂ H) (M : H →ₗ[ℂ] H) (j k : ι) : ℂ :=
  ⟪f k, e j⟫_ℂ * ⟪e j, M (f k)⟫_ℂ

/-- Inserting the resolution of the identity of a basis to the right of an operator leaves
its matrix elements unchanged. -/
theorem insert_resolution (f : OrthonormalBasis ι ℂ H) (M : H →ₗ[ℂ] H) (x y : H) :
    ∑ k, ⟪f k, x⟫_ℂ * ⟪y, M (f k)⟫_ℂ = ⟪y, M x⟫_ℂ := by
  calc ∑ k, ⟪f k, x⟫_ℂ * ⟪y, M (f k)⟫_ℂ
      = ∑ k, ⟪y, M (⟪f k, x⟫_ℂ • f k)⟫_ℂ := by
        simp only [map_smul, inner_smul_right]
    _ = ⟪y, M (∑ k, ⟪f k, x⟫_ℂ • f k)⟫_ℂ := by rw [map_sum, inner_sum]
    _ = ⟪y, M x⟫_ℂ := by rw [f.sum_repr']

/-- Summing the distribution over `k` gives the diagonal element `⟨e_j, M e_j⟩`, and summing
it over `j` gives the diagonal element `⟨f_k, M f_k⟩`. -/
theorem kd_marginals (e f : OrthonormalBasis ι ℂ H) (M : H →ₗ[ℂ] H) :
    (∀ j, ∑ k, kd e f M j k = ⟪e j, M (e j)⟫_ℂ) ∧
      (∀ k, ∑ j, kd e f M j k = ⟪f k, M (f k)⟫_ℂ) :=
  ⟨fun j => insert_resolution f M (e j) (e j),
    fun k => e.sum_inner_mul_inner (f k) (M (f k))⟩

/-- If all overlaps of the two bases are nonzero, every operator is recovered from its
Kirkwood-Dirac distribution: `M = ∑ K(j,k) |e_j⟩⟨f_k| / ⟨f_k, e_j⟩`. -/
theorem kd_reconstruction (e f : OrthonormalBasis ι ℂ H)
    (h : ∀ j k, ⟪f k, e j⟫_ℂ ≠ 0) (M : H →ₗ[ℂ] H) :
    M = ∑ j, ∑ k, (kd e f M j k / ⟪f k, e j⟫_ℂ) • ketBra (e j) (f k) := by
  -- dividing by the overlap leaves the mixed matrix element
  have hc : ∀ j k, kd e f M j k / ⟪f k, e j⟫_ℂ = ⟪e j, M (f k)⟫_ℂ := fun j k => by
    rw [kd, mul_div_cancel_left₀ _ (h j k)]
  apply LinearMap.ext
  intro x
  simp only [hc, LinearMap.sum_apply, LinearMap.smul_apply, ketBra_apply]
  -- expand the output in the basis e and the input in the basis f
  refine (e.sum_repr' (M x)).symm.trans (Finset.sum_congr rfl fun j _ => ?_)
  rw [← insert_resolution f M x (e j), Finset.sum_smul]
  refine Finset.sum_congr rfl fun k _ => ?_
  rw [smul_smul, mul_comm]

/-- If all overlaps are nonzero, `Tr(A M)` is the sum of the weak values
`⟨f_k, A e_j⟩ / ⟨f_k, e_j⟩` weighted with the Kirkwood-Dirac distribution of `M`. -/
theorem trace_eq_sum_weak_values (e f : OrthonormalBasis ι ℂ H)
    (h : ∀ j k, ⟪f k, e j⟫_ℂ ≠ 0) (A M : H →ₗ[ℂ] H) :
    LinearMap.trace ℂ H (A ∘ₗ M) =
      ∑ j, ∑ k, kd e f M j k * (⟪f k, A (e j)⟫_ℂ / ⟪f k, e j⟫_ℂ) := by
  rw [Finset.sum_comm, LinearMap.trace_eq_sum_inner _ f]
  refine Finset.sum_congr rfl fun k _ => ?_
  rw [LinearMap.comp_apply, ← insert_resolution e A (M (f k)) (f k)]
  refine Finset.sum_congr rfl fun j _ => ?_
  have hjk := h j k
  unfold kd
  field_simp

/-- The Kirkwood-Dirac distribution determines the operator exactly when all overlaps of the
two bases are nonzero. -/
theorem kd_injective_iff (e f : OrthonormalBasis ι ℂ H) :
    Function.Injective (kd e f) ↔ ∀ j k, ⟪f k, e j⟫_ℂ ≠ 0 := by
  constructor
  · intro hinj j k h0
    -- a vanishing overlap hides the operator |e_j⟩⟨f_k|
    have hz : ketBra (e j) (f k) = 0 := by
      apply hinj
      funext a b
      simp only [kd, ketBra_apply, inner_smul_right, LinearMap.zero_apply, inner_zero_right,
        mul_zero]
      by_cases ha : a = j
      · by_cases hb : k = b
        · rw [ha, ← hb, h0, zero_mul]
        · rw [f.orthonormal.2 hb, zero_mul, mul_zero]
      · rw [e.orthonormal.2 ha, mul_zero, mul_zero]
    have h1 : ketBra (e j) (f k) (f k) = 0 := by rw [hz, LinearMap.zero_apply]
    rw [ketBra_apply, inner_self_eq_norm_sq_to_K, f.orthonormal.1 k] at h1
    exact e.orthonormal.ne_zero j (by simpa using h1)
  · intro h M N hMN
    refine (kd_reconstruction e f h M).trans ?_
    rw [hMN]
    exact (kd_reconstruction e f h N).symm

/-- The two qubit vectors `(3/5, 4/5)` and `(-4/5, 3/5)`. -/
def rotatedVec : Fin 2 → EuclideanSpace ℂ (Fin 2) :=
  ![!₂[3 / 5, 4 / 5], !₂[-4 / 5, 3 / 5]]

/-- The numbers 3, 4 and 5 are their own complex conjugates. -/
theorem conj_digits : (starRingEnd ℂ) 3 = 3 ∧ (starRingEnd ℂ) 4 = 4 ∧
    (starRingEnd ℂ) 5 = 5 := by
  refine ⟨?_, ?_, ?_⟩ <;> apply Complex.ext <;> simp

/-- The two rotated qubit vectors are orthonormal. -/
theorem rotatedVec_orthonormal : Orthonormal ℂ rotatedVec := by
  rw [orthonormal_iff_ite]
  intro i j
  fin_cases i <;> fin_cases j <;>
    simp [-inner_self_eq_norm_sq_to_K, rotatedVec, PiLp.inner_apply, Fin.sum_univ_two,
      conj_digits] <;> norm_num

/-- The rotated orthonormal basis of the qubit space. -/
def rotatedBasis : OrthonormalBasis (Fin 2) ℂ (EuclideanSpace ℂ (Fin 2)) :=
  OrthonormalBasis.mk rotatedVec_orthonormal
    (rotatedVec_orthonormal.linearIndependent.span_eq_top_of_card_eq_finrank' (by simp)).ge

/-- All overlaps between the standard and the rotated qubit basis are nonzero. -/
theorem overlaps_witness (j k : Fin 2) :
    ⟪rotatedBasis k, EuclideanSpace.basisFun (Fin 2) ℂ j⟫_ℂ ≠ 0 := by
  fin_cases j <;> fin_cases k <;>
    simp [rotatedBasis, rotatedVec, PiLp.inner_apply]

/-- The qubit vector `(4/5, 3/5)`. -/
def tiltedState : EuclideanSpace ℂ (Fin 2) := !₂[4 / 5, 3 / 5]

/-- The vector `(4/5, 3/5)` is normalised, and the Kirkwood-Dirac distribution of its projector
in the standard and rotated bases has the negative entry `-63/625`. -/
theorem kd_negative_entry :
    ⟪tiltedState, tiltedState⟫_ℂ = 1 ∧
      kd (EuclideanSpace.basisFun (Fin 2) ℂ) rotatedBasis
        (ketBra tiltedState tiltedState) 1 1 = -63 / 625 := by
  constructor
  · simp [-inner_self_eq_norm_sq_to_K, tiltedState, PiLp.inner_apply, Fin.sum_univ_two,
      conj_digits]
    norm_num
  · simp [kd, ketBra_apply, tiltedState, rotatedBasis, rotatedVec, PiLp.inner_apply,
      Fin.sum_univ_two, conj_digits]
    norm_num

end

end KirkwoodDirac
```

```lean
#print axioms KirkwoodDirac.kd_marginals
#print axioms KirkwoodDirac.trace_eq_sum_weak_values
#print axioms KirkwoodDirac.kd_injective_iff
#print axioms KirkwoodDirac.kd_negative_entry
```

```
'KirkwoodDirac.kd_marginals' depends on axioms: [propext, Classical.choice, Quot.sound]
'KirkwoodDirac.trace_eq_sum_weak_values' depends on axioms: [propext, Classical.choice, Quot.sound]
'KirkwoodDirac.kd_injective_iff' depends on axioms: [propext, Classical.choice, Quot.sound]
'KirkwoodDirac.kd_negative_entry' depends on axioms: [propext, Classical.choice, Quot.sound]
```

The space `H` is a complex inner product space, and `e` and `f` are of type `OrthonormalBasis ι ℂ H` with a finite index type `ι`. This makes `H` finite-dimensional and covers $\mathbb C^d$; position and momentum on the line are not covered. Operators are linear maps `H →ₗ[ℂ] H`, with no assumption of hermiticity, positivity or unit trace. `ketBra u v` is $|u\rangle\langle v|$, and `kd e f M j k` is $K(j,k)$.

`kd_marginals` states both sums for any two bases. `kd_reconstruction` and `trace_eq_sum_weak_values` assume `∀ j k, ⟪f k, e j⟫_ℂ ≠ 0`. Physically, a system prepared in any state of one basis can give every outcome of a measurement in the other.

`kd_injective_iff` says that the map from operators to distributions is injective exactly under this condition. It concerns all operators: when an overlap vanishes, it does not provide two density matrices with the same distribution.

`overlaps_witness` shows that the condition is met by the qubit bases above, and `kd_negative_entry` gives the normalisation of $\psi$ and the value $-63/625$.

For finite-dimensional state tomography, the result means that exact Kirkwood-Dirac data for two such bases fix the density matrix; noise in the data is not treated.

## How the proofs follow the calculation

`insert_resolution` proves $\sum_k\langle f_k,x\rangle\langle y,Mf_k\rangle=\langle y,Mx\rangle$ by moving the coefficients and the sum inside $M$ and then using the expansion of $x$ in the basis. With $x=y=e_j$ it is the first marginal. The second is Mathlib's completeness relation `sum_inner_mul_inner` for `e`.

In `kd_reconstruction`, the step `hc` cancels the overlap. `LinearMap.ext` reduces the operator identity to its action on a vector $x$. The output $Mx$ is then expanded in `e`, and each coefficient $\langle e_j,Mx\rangle$ is expanded in `f` by `insert_resolution`.

The trace formula begins with the trace in the basis `f`, applies `insert_resolution` to `A` with the basis `e`, and lets `field_simp` cancel the overlap.

For injectivity, the forward direction assumes a zero overlap and checks the cases $a=j$ and $k=b$, so that `ketBra (e j) (f k)` would have to be zero. Applied to $f_k$, however, it gives $e_j\neq0$. The reverse direction reconstructs two operators from the same distribution. The qubit statements are arithmetic in components, done by `simp` and `norm_num`.

## The same result with unitary matrices

The bases could also be modelled as the columns of two unitary matrices $U$ and $V$, with $M$ a $d\times d$ matrix. Then $K(j,k)=\overline{(U^\dagger V)_{jk}}\,(U^\dagger MV)_{jk}$, and reconstruction is an entrywise division followed by multiplication with $U$ on the left and $V^\dagger$ on the right. That version is closer to numerical code, but it ties the statement to coordinates. For plain matrices unitarity is a separate hypothesis; Mathlib's `Matrix.unitaryGroup` would build it into the type, as `OrthonormalBasis` does with orthonormality.
